# In a Boris step, only the electric field changes the velocity along the magnetic field

The Boris scheme advances a charged particle's velocity `v` by half an electric kick, a magnetic rotation and a second half kick. `borisStep_dot` states that one step of any real size `h` changes `v ⬝ B` by exactly `h E ⬝ B`, where `E` and `B` are fixed vectors during the step and the charge-to-mass ratio is absorbed into them. As `B` is not normalised, the velocity component along a nonzero `B` changes by `h E ⬝ B / |B|`. The proof unfolds the step, replaces the fraction in the rotation by an arbitrary number `c`, since its value does not matter here, and leaves the identity in components to `simp` and `ring`.

As first written in Lean, the proof fails:

```lean
import Mathlib

open Matrix

namespace BorisStepDot

noncomputable section

/-- Vectors of three-dimensional space, in Cartesian components. -/
abbrev Vec := Fin 3 → ℝ

/-- The magnetic stage of the Boris scheme: `v' = v + v × t`, followed by
`v + v' × s` with `s = 2 t / (1 + |t|²)`. -/
def magRotate (t v : Vec) : Vec :=
  v + (v + v ⨯₃ t) ⨯₃ ((2 / (1 + t ⬝ᵥ t)) • t)

/-- One Boris velocity step of size `h`: half electric kick, magnetic stage with `t = h B / 2`,
half electric kick. The charge-to-mass ratio is absorbed into the fields. -/
def borisStep (h : ℝ) (E B v : Vec) : Vec :=
  magRotate ((h / 2) • B) (v + (h / 2) • E) + (h / 2) • E

/-- In one Boris step the product `v ⬝ B` changes by exactly `h E ⬝ B`. -/
theorem borisStep_dot (h : ℝ) (E B v : Vec) :
    borisStep h E B v ⬝ᵥ B = v ⬝ᵥ B + h * (E ⬝ᵥ B) := by
  unfold borisStep magRotate
  generalize 2 / (1 + ((h / 2) • B) ⬝ᵥ ((h / 2) • B)) = c
  simp [cross_apply, dotProduct, Fin.sum_univ_three]
  ring

end

end BorisStepDot
```

Compiling this gives:

```
Try this:
  [apply] ring_nf
  
  The `ring` tactic failed to close the goal. Use `ring_nf` to obtain a normal form.
    
  Note that `ring` works primarily in *commutative* rings. If you have a noncommutative ring, abelian group or module, consider using `noncomm_ring`, `abel` or `module` instead.
Main.lean:24:54: error: unsolved goals
h : ℝ
E B v : Vec
c : ℝ
⊢ vecHead v * B 0 + h * B 0 * E 0 * (1 / 2) + h * B 2 * E 2 * (1 / 2) + h * B 1 * E 1 * (1 / 2) +
              vecHead ((h * (1 / 2)) • E) * B 0 +
            vecHead (vecTail v) * B 1 +
          vecHead (vecTail ((h * (1 / 2)) • E)) * B 1 +
        B 2 * vecHead (vecTail (vecTail v)) +
      B 2 * vecHead (vecTail (vecTail ((h * (1 / 2)) • E))) =
    h * B 0 * E 0 + h * B 2 * E 2 + h * B 1 * E 1 + v 2 * B 2 + B 0 * v 0 + B 1 * v 1
```

This version goes through:

```diff
@@ -25,5 +25,5 @@
   unfold borisStep magRotate
   generalize 2 / (1 + ((h / 2) • B) ⬝ᵥ ((h / 2) • B)) = c
-  simp [cross_apply, dotProduct, Fin.sum_univ_three]
+  simp [cross_apply, dotProduct, Fin.sum_univ_three, vecHead, vecTail]
   ring
 
```

Diagnosis. The first message says that `ring` could not close the goal; the error shows what was left. Its suggestion, `ring_nf`, would not finish the proof either.

The constant `c` is gone from that goal, so the magnetic terms have already cancelled. What remains is a mismatch of notation. On the left, `simp` has written the components of `v` as `vecHead v`, `vecHead (vecTail v)` and so on, while on the right they are `v 0`, `v 1` and `v 2`. These are equal by definition, but `ring` does not unfold `vecHead` and `vecTail`, and treats the two forms as unrelated quantities. In the same way, `vecHead ((h * (1 / 2)) • E)` hides the product of `h / 2` and `E 0`, so the two half kicks cannot be added up.

The repair gives `vecHead` and `vecTail` to `simp`, which unfolds them into ordinary indexed components and can then apply the scalar multiplication to each component of `E`. Both sides now use the same quantities, and `ring` closes the goal.
